# Gradient and distance bounds on the density-driven error of a strongly convex lattice energy

A small gradient does not by itself mean that an energy is close to its minimum. Take a single lattice site with density x and the energy ε(√(1 + x²) − 1), where ε > 0. This function is smooth and strictly convex, with its minimum at x = 0. Its slope never exceeds ε in size, yet the energy grows without limit as x moves away from 0. A code that stops when the gradient norm falls below ε can stop at any height above the minimum.

The same gap affects error analysis in density functional theory. An approximate energy is minimised at its own density, which in general differs from the reference density. Without further information, such as a positive lower bound on the curvature, the gradient at the reference density does not limit how much energy this difference accounts for.

## Two-sided bound from the gradient and the density distance

Let A be an approximate energy, defined for every density in ℝ^L, where L is the number of lattice sites. Suppose that A is differentiable and m-strongly convex with m > 0, and that it has a minimiser r. Let ρ be any reference density. The density-driven error is A(r) − A(ρ), and it satisfies

−‖∇A(ρ)‖²/(2m) ≤ A(r) − A(ρ) ≤ −(m/2)‖ρ − r‖².

The constant m is a lower bound on the stiffness, which is the curvature of the energy along a direction in density space. Where A is twice differentiable, 1/m bounds the static response of the density to a change in the site potentials.

Together the two inequalities control the density itself:

‖ρ − r‖ ≤ ‖∇A(ρ)‖/m.

## Stopping tests and errors at a reference density

In a minimisation, the current iterate takes the role of ρ. One gradient evaluation then bounds both the remaining energy and the remaining distance:

```
g = grad_A(rho)
energy_bound   = dot(g, g) / (2*m)
distance_bound = norm(g) / m
```

To bring the energy within a tolerance δ > 0 of the minimum, it is enough to reach ‖∇A(ρ)‖ ≤ √(2mδ). The value of m must be a true lower bound on the stiffness. Too small a value only loosens these two estimates, while too large a value can make them false. The gradient, the distance and m must also refer to the same norm, here the square root of the plain sum of squares over sites.

For density functional calculations on a finite lattice with an unconstrained, strongly convex approximate energy, the bound also limits what relaxing the density can contribute to the energy error. If ρ comes from a more accurate method, the lower bound needs the gradient of A at ρ and a valid m, but no self-consistent calculation for r. The gradient is simple to evaluate when A is an explicit function of the density. An energy that contains the Kohn–Sham kinetic energy is not covered as it stands, because that term is not defined for negative site densities.

A one-site example makes a convenient check. For A(x) = x² + x⁴ one may take m = 2, and the minimiser is r = 0. At ρ = 1 the gradient is 6 and the density-driven error is −2, which lies between −36/4 = −9 and −1.

## From the chord inequality to the two bounds

Strong convexity says that for all densities x and y, and all weights a, b ≥ 0 with a + b = 1,

A(ax + by) ≤ aA(x) + bA(y) − ab(m/2)‖x − y‖².

**A paraboloid below the energy.** Let σ be another density and 0 < t < 1. Put x = ρ, y = σ, a = 1 − t and b = t:

A(ρ + t(σ − ρ)) ≤ (1 − t)A(ρ) + tA(σ) − t(1 − t)(m/2)‖σ − ρ‖².

Subtract A(ρ), divide by t and rearrange:

[A(ρ + t(σ − ρ)) − A(ρ)]/t + (1 − t)(m/2)‖σ − ρ‖² ≤ A(σ) − A(ρ).

As t → 0⁺, the quotient tends to the directional derivative ⟨∇A(ρ), σ − ρ⟩. Hence

A(ρ) + ⟨∇A(ρ), σ − ρ⟩ + (m/2)‖σ − ρ‖² ≤ A(σ).

**The upper bound.** Along any line through r, the energy has a minimum at r, so every directional derivative there is zero and ∇A(r) = 0. The paraboloid that touches A at r, evaluated at ρ, gives

A(r) + (m/2)‖ρ − r‖² ≤ A(ρ).

**The lower bound.** Now take the paraboloid that touches A at ρ and evaluate it at r. Write g = ‖∇A(ρ)‖ and d = ‖ρ − r‖. The Cauchy–Schwarz inequality bounds the inner product below by −gd, so

A(r) − A(ρ) ≥ −gd + (m/2)d² = (g − md)²/(2m) − g²/(2m) ≥ −g²/(2m).

**The distance.** Comparing the two bounds gives (m/2)d² ≤ g²/(2m), so m²d² ≤ g² and d ≤ g/m.

**The total error.** Let E be a second energy, thought of as exact, which is minimised at ρ and differentiable there. Then

A(r) − E(ρ) = [A(ρ) − E(ρ)] + [A(r) − A(ρ)].

The first bracket is the functional error, taken at one density; the second is the density-driven error. Since ∇E(ρ) = 0, the gradients of A and A − E agree at ρ. Therefore

A(ρ) − E(ρ) − ‖∇(A − E)(ρ)‖²/(2m) ≤ A(r) − E(ρ) ≤ A(ρ) − E(ρ) − (m/2)‖ρ − r‖².

**A case of equality.** Let H(x) = (m/2)‖x − r‖². With u = x − r and w = y − r, expanding the square and using a + b = 1 gives

‖au + bw‖² = a‖u‖² + b‖w‖² − ab‖u − w‖².

Thus H satisfies the chord inequality with equality. Its gradient at ρ is m(ρ − r), so ‖∇H(ρ)‖²/(2m) = (m/2)‖ρ − r‖², which is also H(ρ) − H(r). Both bounds are attained at every density, so for L ≥ 1 neither constant can be improved.

## The Lean file

```lean
import Mathlib

open Filter Topology Set

noncomputable section

namespace DensityDrivenError

/-- A density on a lattice of `L` sites, as a vector of the Euclidean space `ℝ^L`. -/
abbrev Density (L : ℕ) := EuclideanSpace ℝ (Fin L)

variable {L : ℕ} {A E : Density L → ℝ} {m : ℝ} {r ρ : Density L}

/-- The density-driven error: the energy `A` at the density `r` minus its value at the
reference density `ρ`. -/
def densityError (A : Density L → ℝ) (r ρ : Density L) : ℝ := A r - A ρ

/-- The functional error: the difference of the energies `A` and `E` at the same density. -/
def functionalError (A E : Density L → ℝ) (ρ : Density L) : ℝ := A ρ - E ρ

/-- The harmonic energy of stiffness `m` centred at the density `r`. -/
def harmonicEnergy (m : ℝ) (r x : Density L) : ℝ := m / 2 * ‖x - r‖ ^ 2

/-- An `m`-strongly convex energy that is differentiable at `ρ` lies above the paraboloid of
curvature `m` that touches it at `ρ`. -/
theorem tangent_paraboloid_le (hA : StrongConvexOn univ m A)
    (hd : DifferentiableAt ℝ A ρ) (σ : Density L) :
    A ρ + inner ℝ (gradient A ρ) (σ - ρ) + m / 2 * ‖σ - ρ‖ ^ 2 ≤ A σ := by
  have hg : ∀ v, inner ℝ (gradient A ρ) v = fderiv ℝ A ρ v := fun v => by simp [gradient]
  -- the slope of the energy along the segment from ρ to σ
  have hp : HasDerivAt (fun t : ℝ => ρ + t • (σ - ρ)) (σ - ρ) 0 :=
    (((hasDerivAt_id' (0 : ℝ)).smul_const (σ - ρ)).const_add ρ).congr_deriv (one_smul ℝ _)
  have hf : HasFDerivAt A (fderiv ℝ A ρ) (ρ + (0 : ℝ) • (σ - ρ)) := by
    rw [zero_smul, add_zero]
    exact hd.hasFDerivAt
  have hline : HasDerivAt (fun t : ℝ => A (ρ + t • (σ - ρ))) (fderiv ℝ A ρ (σ - ρ)) 0 :=
    hf.comp_hasDerivAt (0 : ℝ) hp
  have h1 := hline.tendsto_slope_zero_right
  have h2 : Tendsto (fun t : ℝ => (1 - t) * (m / 2 * ‖σ - ρ‖ ^ 2)) (𝓝[>] 0)
      (𝓝 (m / 2 * ‖σ - ρ‖ ^ 2)) := by
    have hc : Continuous (fun t : ℝ => (1 - t) * (m / 2 * ‖σ - ρ‖ ^ 2)) := by fun_prop
    have h := hc.tendsto 0
    simp only [sub_zero, one_mul] at h
    exact h.mono_left nhdsWithin_le_nhds
  -- the chord inequality bounds the difference quotient for 0 < t < 1
  have h3 : fderiv ℝ A ρ (σ - ρ) + m / 2 * ‖σ - ρ‖ ^ 2 ≤ A σ - A ρ := by
    refine le_of_tendsto (h1.add h2) ?_
    filter_upwards [Ioo_mem_nhdsGT (zero_lt_one' ℝ)] with t ht
    have hc := hA.2 (mem_univ ρ) (mem_univ σ) (sub_nonneg.2 ht.2.le) ht.1.le
      (by ring : (1 - t) + t = 1)
    have hpt : (1 - t) • ρ + t • σ = ρ + t • (σ - ρ) := by module
    rw [hpt, norm_sub_rev ρ σ] at hc
    simp only [smul_eq_mul] at hc
    simp only [zero_add, zero_smul, add_zero, smul_eq_mul]
    have hq : t⁻¹ * (A (ρ + t • (σ - ρ)) - A ρ)
        ≤ A σ - A ρ - (1 - t) * (m / 2 * ‖σ - ρ‖ ^ 2) := by
      rw [inv_mul_le_iff₀ ht.1]
      nlinarith [hc]
    linarith
  rw [hg]
  linarith

/-- Mathlib's `gradient` of an energy is zero at a minimising density. If the energy is not
differentiable there, this holds only by the convention that `gradient` is then zero. -/
theorem gradient_eq_zero_of_min (hr : ∀ x, A r ≤ A x) : gradient A r = 0 := by
  have hmin : IsLocalMin A r := Filter.Eventually.of_forall hr
  simp [gradient, hmin.fderiv_eq_zero]

/-- For a differentiable, `m`-strongly convex energy with `m > 0` and minimiser `r`, the
density-driven error at any `ρ` lies between `-‖∇A(ρ)‖²/(2m)` and `-(m/2)‖ρ - r‖²`. -/
theorem densityError_bounds (hm : 0 < m) (hA : StrongConvexOn univ m A)
    (hd : Differentiable ℝ A) (hr : ∀ x, A r ≤ A x) (ρ : Density L) :
    -(‖gradient A ρ‖ ^ 2 / (2 * m)) ≤ densityError A r ρ ∧
      densityError A r ρ ≤ -(m / 2 * ‖ρ - r‖ ^ 2) := by
  unfold densityError
  constructor
  · -- paraboloid at ρ, Cauchy-Schwarz, and a completed square
    have h := tangent_paraboloid_le hA (hd ρ) r
    have hcs := (abs_le.1 (abs_real_inner_le_norm (gradient A ρ) (r - ρ))).1
    have hsq : -(‖gradient A ρ‖ * ‖r - ρ‖) + m / 2 * ‖r - ρ‖ ^ 2
        + ‖gradient A ρ‖ ^ 2 / (2 * m)
        = (‖gradient A ρ‖ - m * ‖r - ρ‖) ^ 2 / (2 * m) := by
      field_simp
      ring
    have hpos : 0 ≤ (‖gradient A ρ‖ - m * ‖r - ρ‖) ^ 2 / (2 * m) := by positivity
    linarith
  · -- paraboloid at the minimiser, where the gradient vanishes
    have h := tangent_paraboloid_le hA (hd r) ρ
    rw [gradient_eq_zero_of_min hr, inner_zero_left] at h
    linarith

/-- For a differentiable, `m`-strongly convex energy with `m > 0`, the distance of `ρ` from the
minimiser `r` is at most the norm of the gradient at `ρ` divided by `m`. -/
theorem density_distance_le (hm : 0 < m) (hA : StrongConvexOn univ m A)
    (hd : Differentiable ℝ A) (hr : ∀ x, A r ≤ A x) (ρ : Density L) :
    ‖ρ - r‖ ≤ ‖gradient A ρ‖ / m := by
  obtain ⟨h1, h2⟩ := densityError_bounds hm hA hd hr ρ
  have h : m / 2 * ‖ρ - r‖ ^ 2 ≤ ‖gradient A ρ‖ ^ 2 / (2 * m) := by linarith
  rw [le_div_iff₀ (by positivity)] at h
  rw [le_div_iff₀ hm]
  exact (sq_le_sq₀ (by positivity) (norm_nonneg _)).1 (by nlinarith [h])

/-- Let `ρ` minimise an energy `E` differentiable there, and let `r` minimise a differentiable,
`m`-strongly convex `A`, `m > 0`. The total error `A(r) - E(ρ)` is at most the functional error
at `ρ` minus `(m/2)‖ρ - r‖²`, and at least that error minus `‖∇(A - E)(ρ)‖²/(2m)`. -/
theorem total_error_bounds (hm : 0 < m) (hA : StrongConvexOn univ m A)
    (hd : Differentiable ℝ A) (hr : ∀ x, A r ≤ A x)
    (hE : DifferentiableAt ℝ E ρ) (hρ : ∀ x, E ρ ≤ E x) :
    functionalError A E ρ - ‖gradient (functionalError A E) ρ‖ ^ 2 / (2 * m) ≤ A r - E ρ ∧
      A r - E ρ ≤ functionalError A E ρ - m / 2 * ‖ρ - r‖ ^ 2 := by
  -- E is stationary at ρ, so A and A - E have the same gradient there
  have hmin : IsLocalMin E ρ := Filter.Eventually.of_forall hρ
  have hgrad : gradient (functionalError A E) ρ = gradient A ρ := by
    change gradient (fun x => A x - E x) ρ = gradient A ρ
    unfold gradient
    rw [fderiv_fun_sub (hd ρ) hE, hmin.fderiv_eq_zero, sub_zero]
  obtain ⟨h1, h2⟩ := densityError_bounds hm hA hd hr ρ
  rw [hgrad]
  unfold densityError at h1 h2
  unfold functionalError
  constructor <;> linarith

/-- The harmonic energy of stiffness `m` is `m`-strongly convex. -/
theorem harmonicEnergy_strongConvex (m : ℝ) (r : Density L) :
    StrongConvexOn univ m (harmonicEnergy m r) := by
  refine ⟨convex_univ, fun x _ y _ a b _ _ hab => le_of_eq ?_⟩
  obtain rfl : b = 1 - a := by linarith
  have h1 : a • x + (1 - a) • y - r = a • (x - r) + (1 - a) • (y - r) := by module
  have h2 : x - y = (x - r) - (y - r) := by abel
  simp only [harmonicEnergy, smul_eq_mul]
  rw [h1, h2, norm_add_sq_real, norm_sub_sq_real (x - r) (y - r), real_inner_smul_left,
    real_inner_smul_right, norm_smul, norm_smul, mul_pow, mul_pow, Real.norm_eq_abs,
    Real.norm_eq_abs, sq_abs, sq_abs]
  ring

/-- The gradient of the harmonic energy at `ρ` is `m (ρ - r)`. -/
theorem harmonicEnergy_hasGradientAt (m : ℝ) (r ρ : Density L) :
    HasGradientAt (harmonicEnergy m r) (m • (ρ - r)) ρ := by
  have h := (((hasFDerivAt_id ρ).sub_const r).norm_sq).const_mul (m / 2)
  rw [hasGradientAt_iff_hasFDerivAt]
  refine h.congr_fderiv (ContinuousLinearMap.ext fun v => ?_)
  simp
  ring

/-- For `m > 0` the harmonic energy is differentiable with minimiser `r`, and its density-driven
error equals both the lower and the upper bound at every density `ρ`. -/
theorem harmonicEnergy_attains_bounds (hm : 0 < m) (r : Density L) :
    Differentiable ℝ (harmonicEnergy m r) ∧
      (∀ x, harmonicEnergy m r r ≤ harmonicEnergy m r x) ∧
      ∀ ρ, densityError (harmonicEnergy m r) r ρ
          = -(‖gradient (harmonicEnergy m r) ρ‖ ^ 2 / (2 * m)) ∧
        densityError (harmonicEnergy m r) r ρ = -(m / 2 * ‖ρ - r‖ ^ 2) := by
  have h0 : harmonicEnergy m r r = 0 := by simp [harmonicEnergy]
  refine ⟨fun x => (harmonicEnergy_hasGradientAt m r x).hasFDerivAt.differentiableAt,
    fun x => ?_, fun ρ => ⟨?_, ?_⟩⟩
  · rw [h0]
    unfold harmonicEnergy
    positivity
  · rw [(harmonicEnergy_hasGradientAt m r ρ).gradient, norm_smul, mul_pow,
      Real.norm_eq_abs, sq_abs, densityError, h0, harmonicEnergy]
    have hm' : m ≠ 0 := hm.ne'
    have hdiv : m ^ 2 * ‖ρ - r‖ ^ 2 / (2 * m) = m / 2 * ‖ρ - r‖ ^ 2 := by
      rw [div_eq_iff (by positivity)]
      ring
    rw [hdiv, zero_sub]
  · rw [densityError, h0, harmonicEnergy, zero_sub]

end DensityDrivenError
```

```lean
#print axioms DensityDrivenError.densityError_bounds
#print axioms DensityDrivenError.density_distance_le
#print axioms DensityDrivenError.harmonicEnergy_strongConvex
#print axioms DensityDrivenError.harmonicEnergy_attains_bounds
```

```
'DensityDrivenError.densityError_bounds' depends on axioms: [propext, Classical.choice, Quot.sound]
'DensityDrivenError.density_distance_le' depends on axioms: [propext, Classical.choice, Quot.sound]
'DensityDrivenError.harmonicEnergy_strongConvex' depends on axioms: [propext, Classical.choice, Quot.sound]
'DensityDrivenError.harmonicEnergy_attains_bounds' depends on axioms: [propext, Classical.choice, Quot.sound]
```

## Reading the Lean statements as physics

`Density L` is the Euclidean space of real vectors with L entries, one per site, and its norm is the square root of the sum of squares. `densityError A r ρ` is A(r) − A(ρ), so a negative value means that A is lower at r. `functionalError A E ρ` is A(ρ) − E(ρ); without its last argument, `functionalError A E` is the function A − E, whose gradient appears in the total-error theorem.

The hypothesis `StrongConvexOn univ m A` is the chord inequality on the whole space. The tangent paraboloid is derived from it and not assumed. `Differentiable ℝ A` requires a derivative at every density, and `hr` says that A(r) is no larger than A at any other density. `densityError_bounds` combines these with `0 < m` and states the two inequalities for every ρ. `total_error_bounds` asks less of E: a minimum at ρ and differentiability there, with no convexity.

## How the lemmas carry the argument

`tangent_paraboloid_le` is the limiting argument. Its step `hline` differentiates A along the segment from ρ to σ, and `h1` turns this derivative into a one-sided limit of difference quotients. The step `h2` gives the limit of the term containing 1 − t. The chord inequality is applied for t between 0 and 1, and `le_of_tendsto` carries the resulting inequality to the limit.

`gradient_eq_zero_of_min` supplies the stationarity of A at r. In `densityError_bounds`, `hcs` is the Cauchy–Schwarz step and `hsq` is the completed square; the second half uses the paraboloid at the minimiser. `density_distance_le` compares the two bounds and removes the squares, which is allowed because both sides are nonnegative.

In `total_error_bounds`, `hgrad` shows that A − E and A have the same gradient at ρ, and the rest is the splitting of the total error. `harmonicEnergy_strongConvex` checks the chord inequality for H by expanding norms, and `harmonicEnergy_hasGradientAt` computes its gradient. `harmonicEnergy_attains_bounds` then proves differentiability, minimality of r and both equalities.

## Constraints, curvature and rounding in a real calculation

The theorems range over all of ℝ^L, so site densities may be negative and the particle number is free. With a fixed particle number, the full gradient need not vanish at the constrained minimiser, and the statements do not apply directly. The energy E must likewise be defined on all of ℝ^L and be differentiable at its minimiser, which excludes a kink at that density.

Strong convexity is a hypothesis on the complete approximate energy, and a given functional may fail it. Local-density exchange, proportional to −n^(4/3) in the site density n, is concave for n ≥ 0 and lowers the curvature. Its own curvature tends to −∞ as n → 0, so remaining terms of bounded curvature cannot make the sum strongly convex down to zero density. The file neither computes m for a particular functional nor proves that a minimiser exists.

The quantities are real numbers, so a code must allow separately for rounding and for any approximation in its gradient. The bounds also say nothing about the size of the functional error A(ρ) − E(ρ): a density-driven error near zero is compatible with a large total error.
